# Gentle measurement: for a pure state and a measurement operator between 0 and I, the squared overlap with the initial state is at least the outcome probability

Which operator should I attach to a measurement outcome if I want to say that an almost certain outcome hardly disturbs a pure state? Suppose I prepare \(v\), measure, and get a result that had probability 0.99. I expect the state afterwards to be close to \(v\). But the outcome statistics fix only \(M^\dagger M\), and a unitary applied after \(M\) can change the final state without changing any probability. So what do I have to assume about \(M\), and how close is the final state then?

## Choosing the positive operator

Take \(M\) itself to be positive semidefinite, with \(I-M\) positive semidefinite as well. If \(F\) is the operator whose expectation gives the outcome probability, this choice is \(M=\sqrt F\): the apparatus does what the outcome requires and adds no unitary of its own. For a unit vector \(v\), the probability and the state after the outcome are

\[
p=\|Mv\|^2,\qquad w=\frac{Mv}{\sqrt p}\quad(p>0).
\]

Then \(w\) is a unit vector, and

\[
|\langle v,w\rangle|^2\ge p,\qquad \|v-w\|^2\le 2(1-\sqrt p).
\]

With \(p=0.99\), the fidelity \(|\langle v,w\rangle|^2\) is at least 0.99. In a quantum simulation that keeps only runs with a successful flag, this bounds the change caused by reading the flag, provided that the joint state of register and flag is pure and the readout acts on it as such an ideal positive operator.

## From positivity to the overlap

Let \(x\) be any vector. Expanding the left entry of an inner product gives

\[
\langle x-Mx,\,M(x-Mx)\rangle=\langle x,\,Mx-M^2x\rangle-\langle Mx,\,Mx-M^2x\rangle .
\]

Since \(M\) is symmetric, \(\langle x,M^2x\rangle=\|Mx\|^2\). Rearranged, the equation becomes

\[
\langle x,Mx\rangle-\|Mx\|^2=\langle Mx,(I-M)Mx\rangle+\langle (I-M)x,\,M(I-M)x\rangle .
\]

The first term on the right is non-negative because \(I-M\ge0\), the second because \(M\ge0\). Hence \(\|Mx\|^2\le\langle x,Mx\rangle\). Setting \(x=v\) and dividing by \(\sqrt p\),

\[
\sqrt p\le\frac{\langle v,Mv\rangle}{\sqrt p}=\operatorname{Re}\langle v,w\rangle\le|\langle v,w\rangle| .
\]

Squaring gives the first bound. For the second, both vectors have norm one, so

\[
\|v-w\|^2=2-2\operatorname{Re}\langle v,w\rangle\le2(1-\sqrt p).
\]

If all you know is \(p\ge1-\varepsilon\) with \(\varepsilon<1\), the fidelity is at least \(1-\varepsilon\). Since \(p\le|\langle v,w\rangle|^2\le1\), we also have \(p\le\sqrt p\), and therefore \(\|v-w\|^2\le2(1-p)\le2\varepsilon\). In the limiting case \(\varepsilon=0\) the outcome is certain and \(w=v\): the state does not change at all.

## Equality and repeated measurements

The fidelity equals \(p\) exactly when a second measurement with the same \(M\), made on \(w\), gives the same outcome with probability one. This uses an auxiliary fact: if \(\|x\|^2\le\langle x,Mx\rangle\), then \(Mx=x\), because

\[
\|x-Mx\|^2=\|x\|^2-2\langle x,Mx\rangle+\|Mx\|^2\le\|x\|^2-\langle x,Mx\rangle\le0 .
\]

Suppose first that \(|\langle v,w\rangle|^2=p\). Then \(|\langle v,Mv\rangle|=\|Mv\|^2\), so the left side of the identity for \(x=v\) is at most zero. Both terms on the right must vanish. The first of them gives \(\|Mv\|^2=\langle Mv,M(Mv)\rangle\), so \(M(Mv)=Mv\) by the auxiliary fact. Thus \(Mw=w\), and the repeated outcome has probability one.

Conversely, if \(\|Mw\|^2=1\), then \(1\le\langle w,Mw\rangle\), and again \(Mw=w\). Therefore

\[
\langle v,w\rangle=\langle v,Mw\rangle=\langle Mv,w\rangle=\frac{\|Mv\|^2}{\sqrt p}=\sqrt p .
\]

A projective measurement always attains equality, since \(M^2=M\).

## A qubit that obeys the bound and a bit flip that breaks it

For \(M=\operatorname{diag}(1,\tfrac12)\) and \(v=(\tfrac35,\tfrac45)\), we get \(Mv=(\tfrac35,\tfrac25)\) and \(p=\tfrac{13}{25}=0.52\). The fidelity is \((17/25)^2/(13/25)=289/325\approx0.89\), well above \(p\).

Now let \(M\) be the bit flip. It preserves every norm, so its outcome is certain, yet it sends \((1,0)\) to the orthogonal vector \((0,1)\). The fidelity is 0 although \(p=1\). The bit flip is symmetric and \(I-M\) is positive semidefinite, but \(M\) has the eigenvalue \(-1\). So symmetry, \(I-M\ge0\) and norm preservation do not together replace \(M\ge0\). It is an example of the unitary mentioned at the start, acting after a measurement that reveals nothing.

## What the Lean statement says

The type `E` is a complex inner product space of any dimension, and completeness is not required. `M` is a linear map defined on all of `E`; its boundedness is not assumed, since it follows from the inequalities above. The inner product `⟪x, y⟫_ℂ` is linear in its second entry.

`IsEffect M` collects the hypotheses: `symm` is symmetry, while `nonneg` and `le_one` say that \(M\) and \(I-M\) have non-negative expectations, written as real parts. The name differs from common usage, where the effect is the operator whose expectation is the probability. Here that operator is \(M^2\), and `M` is the measurement operator.

`prob M v` is \(\|Mv\|^2\), a probability when `v` is a unit vector, and `postState M v` is \(w\). The theorem `gentle_measurement` takes `IsEffect M`, `‖v‖ = 1` and `0 < prob M v`, and concludes that \(w\) is normalised and satisfies both bounds. At \(p=0\) there is no state to condition on: \(Mv=0\), so `postState` is the zero vector and the normalisation fails.

`gentle_of_likely` is the version with \(\varepsilon\), and `overlap_eq_prob_iff_repeatable` is the equality case. The latter does not ask for `v` to be normalised, but the reading of `prob M v` as a probability does.

That a given apparatus acts through the positive root \(\sqrt F\) is a physical assumption, to be justified for each device. The gentle measurement lemma is often stated for density operators, with a bound in trace distance; these theorems concern state vectors and measure the disturbance by overlap and norm.

```lean
import Mathlib

open scoped InnerProductSpace

namespace GentleMeasurement

noncomputable section

variable {E : Type*} [NormedAddCommGroup E] [InnerProductSpace ℂ E] {M : E →ₗ[ℂ] E}

/-- The measurement operator `M` is symmetric, and both `M` and `I - M` are positive
semidefinite. -/
structure IsEffect (M : E →ₗ[ℂ] E) : Prop where
  symm : ∀ x y, ⟪M x, y⟫_ℂ = ⟪x, M y⟫_ℂ
  nonneg : ∀ x, 0 ≤ (⟪x, M x⟫_ℂ).re
  le_one : ∀ x, 0 ≤ (⟪x, x - M x⟫_ℂ).re

/-- The squared norm of `M v`. For a measurement operator `M` and a unit vector `v`, it is the
probability of the outcome. -/
def prob (M : E →ₗ[ℂ] E) (v : E) : ℝ := ‖M v‖ ^ 2

/-- The post-measurement vector `M v / √p` with `p = prob M v`, meant for `p > 0`. -/
def postState (M : E →ₗ[ℂ] E) (v : E) : E := (((√(prob M v))⁻¹ : ℝ) : ℂ) • M v

/-- The square root of `prob M v` is the norm of `M v`. -/
theorem sqrt_prob (M : E →ₗ[ℂ] E) (v : E) : √(prob M v) = ‖M v‖ :=
  Real.sqrt_sq (norm_nonneg _)

/-- If `prob M v` is positive, the vector `postState M v` has norm one. -/
theorem norm_postState {v : E} (hp : 0 < prob M v) : ‖postState M v‖ = 1 := by
  have hpos := Real.sqrt_pos.2 hp
  rw [sqrt_prob] at hpos
  rw [postState, sqrt_prob, norm_smul, Complex.norm_real, norm_inv, norm_norm,
    inv_mul_cancel₀ hpos.ne']

/-- If `M` and `I - M` are positive semidefinite, the expectation of `M - M²` is that of
`M (I - M) M + (I - M) M (I - M)`. The proof uses only the symmetry of `M`. -/
theorem expectation_sub_prob (h : IsEffect M) (x : E) :
    (⟪x, M x⟫_ℂ).re - prob M x =
      (⟪M x, M x - M (M x)⟫_ℂ).re + (⟪x - M x, M (x - M x)⟫_ℂ).re := by
  have c : (⟪M x, M x⟫_ℂ).re = ‖M x‖ ^ 2 := inner_self_eq_norm_sq (𝕜 := ℂ) (M x)
  have d : (⟪x, M x - M (M x)⟫_ℂ).re = (⟪x, M x⟫_ℂ).re - (⟪M x, M x⟫_ℂ).re := by
    rw [inner_sub_right, Complex.sub_re, ← h.symm x (M x)]
  rw [map_sub, inner_sub_left, Complex.sub_re, prob]
  linarith

/-- If `M` and `I - M` are positive semidefinite, then `‖M x‖² ≤ ⟨x, M x⟩`. -/
theorem prob_le_expectation (h : IsEffect M) (x : E) : prob M x ≤ (⟪x, M x⟫_ℂ).re := by
  linarith [expectation_sub_prob h x, h.le_one (M x), h.nonneg (x - M x)]

/-- If `M` and `I - M` are positive semidefinite and the expectation of `M` in `x` reaches
`‖x‖²`, then `M` leaves `x` unchanged. -/
theorem fixed_of_expectation (h : IsEffect M) {x : E}
    (hx : ‖x‖ ^ 2 ≤ (⟪x, M x⟫_ℂ).re) : M x = x := by
  have e : ‖x - M x‖ ^ 2 = ‖x‖ ^ 2 - 2 * (⟪x, M x⟫_ℂ).re + ‖M x‖ ^ 2 :=
    norm_sub_sq (𝕜 := ℂ) x (M x)
  have hle := prob_le_expectation h x
  rw [prob] at hle
  have hz : ‖x - M x‖ ^ 2 = 0 := le_antisymm (by linarith) (sq_nonneg _)
  exact (sub_eq_zero.1 (norm_eq_zero.1 (pow_eq_zero_iff two_ne_zero |>.1 hz))).symm

/-- **Gentle measurement for pure states.** Let `M` and `I - M` be positive semidefinite, `v` a
unit vector and `p = ‖M v‖² > 0`. Then `w = M v / √p` is a unit vector with `|⟨v, w⟩|² ≥ p` and
`‖v - w‖² ≤ 2 (1 - √p)`. -/
theorem gentle_measurement (h : IsEffect M) {v : E} (hv : ‖v‖ = 1) (hp : 0 < prob M v) :
    ‖postState M v‖ = 1 ∧ prob M v ≤ ‖⟪v, postState M v⟫_ℂ‖ ^ 2 ∧
      ‖v - postState M v‖ ^ 2 ≤ 2 * (1 - √(prob M v)) := by
  have hw := norm_postState hp
  have hpos := Real.sqrt_pos.2 hp
  -- the real part of the overlap is already at least `√p`
  have key : √(prob M v) ≤ (⟪v, postState M v⟫_ℂ).re := by
    rw [postState, inner_smul_right, Complex.re_ofReal_mul, inv_mul_eq_div,
      le_div_iff₀ hpos, Real.mul_self_sqrt hp.le]
    exact prob_le_expectation h v
  refine ⟨hw, ?_, ?_⟩
  · have h1 := key.trans (Complex.re_le_norm _)
    have h2 := pow_le_pow_left₀ hpos.le h1 2
    rwa [Real.sq_sqrt hp.le] at h2
  · have e : ‖v - postState M v‖ ^ 2 =
        ‖v‖ ^ 2 - 2 * (⟪v, postState M v⟫_ℂ).re + ‖postState M v‖ ^ 2 :=
      norm_sub_sq (𝕜 := ℂ) v (postState M v)
    rw [e, hv, hw]
    linarith

/-- Let `M` and `I - M` be positive semidefinite and `v` a unit vector. If the outcome has
probability at least `1 - ε` with `ε < 1`, the post-measurement vector `w` is a unit vector with
`|⟨v, w⟩|² ≥ 1 - ε` and `‖v - w‖² ≤ 2 ε`. -/
theorem gentle_of_likely (h : IsEffect M) {v : E} (hv : ‖v‖ = 1) {ε : ℝ} (hε : ε < 1)
    (hp : 1 - ε ≤ prob M v) :
    ‖postState M v‖ = 1 ∧ 1 - ε ≤ ‖⟪v, postState M v⟫_ℂ‖ ^ 2 ∧
      ‖v - postState M v‖ ^ 2 ≤ 2 * ε := by
  have hp0 : 0 < prob M v := by linarith
  obtain ⟨hw, hF, hd⟩ := gentle_measurement h hv hp0
  refine ⟨hw, hp.trans hF, ?_⟩
  -- the overlap of unit vectors is at most one, hence `p ≤ 1` and `p ≤ √p`
  have h1 : ‖⟪v, postState M v⟫_ℂ‖ ≤ 1 := by
    have hc := norm_inner_le_norm (𝕜 := ℂ) v (postState M v)
    rwa [hv, hw, one_mul] at hc
  have h2 : prob M v ≤ 1 := hF.trans (pow_le_one₀ (norm_nonneg _) h1)
  have h3 : prob M v ≤ √(prob M v) := Real.le_sqrt_of_sq_le (by nlinarith)
  linarith

/-- Let `M` and `I - M` be positive semidefinite and `p = ‖M v‖² > 0`. Then `|⟨v, w⟩|² = p` holds
exactly when the same measurement, repeated on the post-measurement vector `w`, gives the same
outcome with probability one. -/
theorem overlap_eq_prob_iff_repeatable (h : IsEffect M) {v : E} (hp : 0 < prob M v) :
    ‖⟪v, postState M v⟫_ℂ‖ ^ 2 = prob M v ↔ prob M (postState M v) = 1 := by
  have hw := norm_postState hp
  have hpos := Real.sqrt_pos.2 hp
  rw [sqrt_prob] at hpos
  constructor
  · intro hF
    have h1 : ‖⟪v, postState M v⟫_ℂ‖ = ‖M v‖ := by
      rw [← sqrt_prob, ← hF, Real.sqrt_sq (norm_nonneg _)]
    rw [postState, sqrt_prob, inner_smul_right, norm_mul, Complex.norm_real, norm_inv,
      norm_norm, inv_mul_eq_div, div_eq_iff hpos.ne'] at h1
    have h2 : (⟪v, M v⟫_ℂ).re ≤ prob M v := by
      rw [prob, pow_two, ← h1]
      exact Complex.re_le_norm _
    -- the first term on the right of the identity is at most zero, so `M v` is fixed by `M`
    have h3 : (⟪M v, M v - M (M v)⟫_ℂ).re ≤ 0 := by
      linarith [expectation_sub_prob h v, h.nonneg (v - M v)]
    have c : (⟪M v, M v⟫_ℂ).re = ‖M v‖ ^ 2 := inner_self_eq_norm_sq (𝕜 := ℂ) (M v)
    rw [inner_sub_right, Complex.sub_re, c] at h3
    have h4 : M (M v) = M v := fixed_of_expectation h (by linarith)
    have h5 : M (postState M v) = postState M v := by
      rw [postState, map_smul, h4]
    rw [prob, h5, hw, one_pow]
  · intro hr
    have h1 : M (postState M v) = postState M v := by
      apply fixed_of_expectation h
      rw [hw, one_pow, ← hr]
      exact prob_le_expectation h _
    have h2 : ⟪v, postState M v⟫_ℂ = ⟪M v, postState M v⟫_ℂ := by
      rw [h.symm, h1]
    have h3 : ‖⟪M v, M v⟫_ℂ‖ = ‖M v‖ ^ 2 := by
      rw [inner_self_eq_norm_sq_to_K]
      simp
    rw [h2, postState, sqrt_prob, inner_smul_right, norm_mul, Complex.norm_real, norm_inv,
      norm_norm, h3, prob]
    field_simp

/-- The unsharp qubit operator `diag(1, 1/2)`. -/
def unsharp : EuclideanSpace ℂ (Fin 2) →ₗ[ℂ] EuclideanSpace ℂ (Fin 2) where
  toFun x := !₂[x 0, x 1 / 2]
  map_add' x y := by ext i; fin_cases i <;> simp; ring
  map_smul' c x := by ext i; fin_cases i <;> simp; ring

/-- The operator `diag(1, 1/2)` and its complement are positive semidefinite, and on the unit
vector `(3/5, 4/5)` its outcome has probability `13/25`. -/
theorem unsharp_witness : IsEffect unsharp ∧
    ‖(!₂[3 / 5, 4 / 5] : EuclideanSpace ℂ (Fin 2))‖ = 1 ∧
    prob unsharp !₂[3 / 5, 4 / 5] = 13 / 25 := by
  have h0 : ∀ x, unsharp x 0 = x 0 := fun _ => rfl
  have h1 : ∀ x, unsharp x 1 = x 1 / 2 := fun _ => rfl
  refine ⟨⟨fun x y => ?_, fun x => ?_, fun x => ?_⟩, ?_, ?_⟩
  · simp only [PiLp.inner_apply, Fin.sum_univ_two, RCLike.inner_apply, h0, h1, map_div₀,
      map_ofNat]
    ring
  · simp only [PiLp.inner_apply, Fin.sum_univ_two, RCLike.inner_apply, h0, h1, Complex.add_re,
      Complex.mul_re, Complex.conj_re, Complex.conj_im, Complex.div_ofNat_re,
      Complex.div_ofNat_im]
    nlinarith [sq_nonneg (x 0).re, sq_nonneg (x 0).im, sq_nonneg (x 1).re, sq_nonneg (x 1).im]
  · simp only [PiLp.inner_apply, Fin.sum_univ_two, RCLike.inner_apply, PiLp.sub_apply, h0, h1,
      Complex.add_re, Complex.mul_re, Complex.sub_re, Complex.sub_im, Complex.conj_re,
      Complex.conj_im, Complex.div_ofNat_re, Complex.div_ofNat_im]
    nlinarith [sq_nonneg (x 1).re, sq_nonneg (x 1).im]
  · rw [EuclideanSpace.norm_eq, Real.sqrt_eq_one]
    norm_num [Fin.sum_univ_two]
  · rw [prob, EuclideanSpace.norm_sq_eq, Fin.sum_univ_two, h0, h1]
    norm_num

/-- The bit flip, which exchanges the two amplitudes of a qubit. -/
def bitFlip : EuclideanSpace ℂ (Fin 2) →ₗ[ℂ] EuclideanSpace ℂ (Fin 2) where
  toFun x := !₂[x 1, x 0]
  map_add' x y := by ext i; fin_cases i <;> simp
  map_smul' c x := by ext i; fin_cases i <;> simp

/-- The bit flip preserves all norms and its outcome on the vector `(1, 0)` is certain, yet the
post-measurement vector is orthogonal to `(1, 0)`. -/
theorem bitFlip_not_gentle : (∀ x, ‖bitFlip x‖ = ‖x‖) ∧ prob bitFlip !₂[1, 0] = 1 ∧
    ⟪(!₂[1, 0] : EuclideanSpace ℂ (Fin 2)), postState bitFlip !₂[1, 0]⟫_ℂ = 0 := by
  refine ⟨fun x => ?_, ?_, ?_⟩
  · rw [EuclideanSpace.norm_eq, EuclideanSpace.norm_eq, Fin.sum_univ_two, Fin.sum_univ_two]
    exact congrArg Real.sqrt (add_comm _ _)
  · rw [prob, EuclideanSpace.norm_sq_eq]
    simp [Fin.sum_univ_two, bitFlip]
  · rw [postState, inner_smul_right]
    simp [PiLp.inner_apply, Fin.sum_univ_two, bitFlip]

end

end GentleMeasurement
```

```lean
#print axioms GentleMeasurement.gentle_measurement
#print axioms GentleMeasurement.gentle_of_likely
#print axioms GentleMeasurement.overlap_eq_prob_iff_repeatable
#print axioms GentleMeasurement.bitFlip_not_gentle
```

```
'GentleMeasurement.gentle_measurement' depends on axioms: [propext, Classical.choice, Quot.sound]
'GentleMeasurement.gentle_of_likely' depends on axioms: [propext, Classical.choice, Quot.sound]
'GentleMeasurement.overlap_eq_prob_iff_repeatable' depends on axioms: [propext, Classical.choice, Quot.sound]
'GentleMeasurement.bitFlip_not_gentle' depends on axioms: [propext, Classical.choice, Quot.sound]
```

## The same steps in the Lean proof

`sqrt_prob` identifies \(\sqrt p\) with \(\|Mv\|\), and `norm_postState` uses it to show that \(w\) has norm one. The operator identity is `expectation_sub_prob`. Its auxiliary equations `c` and `d` are \(\langle Mx,Mx\rangle=\|Mx\|^2\) and the expansion of \(\langle x,Mx-M^2x\rangle\), and `linarith` combines them. `prob_le_expectation` then adds the two positivity conditions, applied to \(Mx\) and to \(x-Mx\).

In `gentle_measurement`, the step `key` is \(\sqrt p\le\operatorname{Re}\langle v,w\rangle\): `le_div_iff₀` clears the denominator and leaves \(p\le\operatorname{Re}\langle v,Mv\rangle\). The first bound follows from `Complex.re_le_norm` and squaring, the second from the expansion `norm_sub_sq`. `gentle_of_likely` obtains \(p\le1\) from the Cauchy–Schwarz inequality, `norm_inner_le_norm`, and then compares \(p\) with \(\sqrt p\).

`fixed_of_expectation` is the auxiliary fact for the equality case. Both directions of `overlap_eq_prob_iff_repeatable` use it, first for \(Mv\) and then for \(w\).

For the qubit, `unsharp_witness` checks the hypotheses in components. With \(x=(x_0,x_1)\), the two expectations are \(|x_0|^2+\tfrac12|x_1|^2\) and \(\tfrac12|x_1|^2\), and `nlinarith` receives the squares of the real and imaginary parts. It also confirms the norm of \(v\) and the value \(13/25\). `bitFlip_not_gentle` establishes norm preservation, the certain outcome and the zero overlap by the same kind of component calculation.
